# Every solid Legendre polynomial equals 1 at the point (0, 0, 1)

The solid Legendre polynomials are the m = 0 solid harmonics r^l P_l(z/r), written as polynomials in x, y and z; here they have complex coefficients and are built from 1 and z by a three-term recursion. The theorem `eval_solidLegendre` states that for every natural number l the l-th of them takes the value 1 at the point (0, 0, 1), which is the usual normalisation P_l(1) = 1. The proof follows the recursion, with l = 0 and l = 1 done by direct evaluation. For l + 2 it evaluates the recursion at the point, where z and r² are both 1, puts in the two earlier values, and cancels the nonzero factor l + 2.

As first written in Lean, the proof fails:

```lean
import Mathlib

open MvPolynomial

namespace EvalSolidLegendre

noncomputable section

/-- Complex polynomials in the Cartesian coordinates x, y, z, numbered 0, 1, 2. -/
abbrev Poly := MvPolynomial (Fin 3) ℂ

/-- The squared radius r² = x² + y² + z². -/
def rSq : Poly := X 0 ^ 2 + X 1 ^ 2 + X 2 ^ 2

/-- The point (0, 0, 1) on the z axis. -/
def pole : Fin 3 → ℂ := ![0, 0, 1]

/-- The solid Legendre polynomials, built from 1 and z by the three-term recursion. -/
def solidLegendre : ℕ → Poly
  | 0 => 1
  | 1 => X 2
  | (l + 2) => ((l : ℂ) + 2)⁻¹ •
      ((2 * l + 3) • (X 2 * solidLegendre (l + 1)) - (l + 1) • (rSq * solidLegendre l))

/-- The three-term recursion (l+2) P_{l+2} = (2l+3) z P_{l+1} - (l+1) r² P_l. -/
theorem solidLegendre_rec (l : ℕ) :
    (l + 2) • solidLegendre (l + 2) =
      (2 * l + 3) • (X 2 * solidLegendre (l + 1)) - (l + 1) • (rSq * solidLegendre l) := by
  have h : (l : ℂ) + 2 ≠ 0 := by exact_mod_cast Nat.succ_ne_zero (l + 1)
  have hc : ((l + 2 : ℕ) : ℂ) = (l : ℂ) + 2 := by push_cast; ring
  rw [solidLegendre, ← Nat.cast_smul_eq_nsmul ℂ (l + 2), smul_smul, hc,
    mul_inv_cancel₀ h, one_smul]

/-- Every solid Legendre polynomial has the value 1 at the point (0, 0, 1). -/
theorem eval_solidLegendre : ∀ l : ℕ, eval pole (solidLegendre l) = 1
  | 0 => by simp [solidLegendre]
  | 1 => by simp [solidLegendre, pole]
  | (l + 2) => by
    have hr : eval pole rSq = 1 := by simp [rSq, pole]
    have hz : pole 2 = 1 := rfl
    have h := congrArg (eval pole) (solidLegendre_rec l)
    simp only [map_nsmul, map_sub, map_mul, eval_X, hr, hz, eval_solidLegendre (l + 1),
      eval_solidLegendre l, nsmul_eq_mul] at h
    have hne : ((l + 2 : ℕ) : ℂ) ≠ 0 := Nat.cast_ne_zero.mpr (by omega)
    apply mul_left_cancel₀ hne
    push_cast at h ⊢
    linear_combination h

end

end EvalSolidLegendre
```

The error:

```
Main.lean:47:4: error: ring failed, ring expressions not equal
l : ℕ
hr : (eval pole) rSq = 1
hz : pole 2 = 1
hne : ↑(l + 2) ≠ 0
h :
  (eval pole) (↑l + 2) * (eval pole) (solidLegendre (l + 2)) =
    (eval pole) (2 * ↑l + 3) * (1 * 1) - (eval pole) (↑l + 1) * (1 * 1)
⊢ -2 - ↑l + ↑l * (eval pole) (solidLegendre (l + 2)) + (eval pole) (solidLegendre (l + 2)) * 2 -
          (eval pole) (solidLegendre (l + 2)) * (eval pole) (↑l + 2) +
        (eval pole) (2 * ↑l + 3) -
      (eval pole) (↑l + 1) =
    0
Main.lean:42:15: warning: This simp argument is unused:
  map_nsmul

Hint: Omit it from the simp argument list.
  [apply] simp only [map_sub, map_mul, eval_X, hr, hz, eval_solidLegendre (l + 1), eval_solidLegendre l,
    nsmul_eq_mul] at h

Note: This linter can be disabled with `set_option linter.unusedSimpArgs false`
```

As a diff, the version that Lean accepts:

```diff
@@ -40,6 +40,6 @@
     have hz : pole 2 = 1 := rfl
     have h := congrArg (eval pole) (solidLegendre_rec l)
-    simp only [map_nsmul, map_sub, map_mul, eval_X, hr, hz, eval_solidLegendre (l + 1),
-      eval_solidLegendre l, nsmul_eq_mul] at h
+    simp only [map_sub, map_mul, eval_X, hr, hz, eval_solidLegendre (l + 1),
+      eval_solidLegendre l, nsmul_eq_mul, map_natCast] at h
     have hne : ((l + 2 : ℕ) : ℂ) ≠ 0 := Nat.cast_ne_zero.mpr (by omega)
     apply mul_left_cancel₀ hne
```

Cause. The error says that `linear_combination h` leaves an equation `ring` cannot prove. What remains contains terms such as `(eval pole) (↑l + 2)`: the numerical factors of the recursion are still constant polynomials waiting to be evaluated, and `ring` does not know that their values are the complex numbers of the same name.

They come from the `simp only` call. `simp` rewrites inner terms first, so `nsmul_eq_mul` turns each natural-number multiple `n • p` into the product `↑n * p` while it is still inside `eval pole`. `map_mul` then splits the evaluation over that product, leaving `eval pole ↑n`, which no lemma in the list simplifies. The later `push_cast` only expands the cast inside the evaluation.

The repair adds `map_natCast`, which says that a ring homomorphism such as `eval pole` sends the cast of a natural number to its cast in the target, here ℂ. The factors in `h` thus become complex numbers, and `linear_combination h` closes the goal.

The warning says that `map_nsmul` was never used, since no multiple `n • p` was left for it to act on. Removing it is mere tidying.
